# Convergence of the Gauss–Seidel Neumann series for positive definite matrices

Let \(A\) be a complex \(n\times n\) matrix with entries \(A_{ij}\), and let \(A^\dagger\) be its conjugate transpose. Its lower triangular part \(L\) keeps the diagonal:

\[
L_{ij}=\begin{cases}A_{ij}, & j\le i,\\ 0, & j>i.\end{cases}
\]

When \(L\) is invertible, define \(M=1-L^{-1}A\). The Gauss–Seidel update for \(Ax=b\) replaces \(x\) by \(x+L^{-1}(b-Ax)\), which multiplies the error \(x-A^{-1}b\) by \(M\) if \(A\) is invertible. The energy of a vector \(x\) is \(E(x)=\operatorname{Re}\,x^\dagger Ax\), without a factor of one half.

If \(A\) is positive definite, then \(L\) is invertible and

\[
\lim_{N\to\infty}\sum_{k=0}^{N-1}M^kL^{-1}=A^{-1}.
\]

In the Lean file the basis is labelled by `Fin n`, so the basis states are ordered. Reordering them generally changes \(L\) and the individual terms of the series, but not the validity of the theorem.

```lean
import Mathlib

open Matrix Filter Topology
open scoped ComplexOrder

namespace GaussSeidelNeumann

noncomputable section

variable {n : ℕ}
```

The matrix \(L\) is `lowerPart A`.

```lean
/-- The lower triangular part of a matrix, including the diagonal. -/
def lowerPart (A : Matrix (Fin n) (Fin n) ℂ) : Matrix (Fin n) (Fin n) ℂ :=
  Matrix.of fun i j => if j ≤ i then A i j else 0
```

The matrix \(M\) is `errorMap A`.

```lean
/-- The matrix `1 - L⁻¹ A`, with `L` the lower triangular part of `A`. -/
def errorMap (A : Matrix (Fin n) (Fin n) ℂ) : Matrix (Fin n) (Fin n) ℂ :=
  1 - (lowerPart A)⁻¹ * A
```

In the energy, `star x ⬝ᵥ A *ᵥ x` is \(x^\dagger Ax\), with the conjugate on the left factor.

```lean
/-- The energy of a vector: the real part of `x† A x`. -/
def energy (A : Matrix (Fin n) (Fin n) ℂ) (x : Fin n → ℂ) : ℝ :=
  (star x ⬝ᵥ A *ᵥ x).re
```

The final theorem, `neumann_series`, has the single hypothesis `A.PosDef`: \(A\) is Hermitian and \(x^\dagger Ax>0\) for every nonzero \(x\). For complex numbers, this inequality means that the imaginary part is zero and the real part is positive. The hypothesis enters the argument in three separate ways: through a nonvanishing diagonal, through Hermiticity, and through positivity of the energy.

## A nonvanishing diagonal makes the triangular part invertible

The diagonal entry \(A_{ii}\) is the stiffness, or shifted on-site energy, of basis state \(i\) with all other amplitudes held at zero. Solving with \(L\) is forward substitution, and its \(i\)-th step divides by \(A_{ii}\). Since \(L\) is triangular,

\[
\det L=\prod_i A_{ii},
\]

so \(L\) is invertible if no diagonal entry vanishes. Positive definiteness supplies this: inserting the basis vector \(e_i\) gives \(A_{ii}=e_i^\dagger Ae_i>0\).

The lemma `isUnit_det_lowerPart` assumes only `∀ i, A i i ≠ 0`. It first shows that the entries above the diagonal vanish, then writes the determinant as the product of the diagonal entries and checks that each factor is nonzero.

Without this condition the splitting can fail even for an invertible Hermitian matrix. For

\[
A=\begin{pmatrix}0&1\\1&0\end{pmatrix},\qquad
L=\begin{pmatrix}0&0\\1&0\end{pmatrix},
\]

the matrix \(L\) is singular and the series cannot be formed.

```lean
/-- The lower triangular part is invertible when no diagonal entry vanishes. -/
theorem isUnit_det_lowerPart {A : Matrix (Fin n) (Fin n) ℂ} (hd : ∀ i, A i i ≠ 0) :
    IsUnit (lowerPart A).det := by
  have hT : (lowerPart A).BlockTriangular OrderDual.toDual := by
    intro i j hij
    have h : i < j := OrderDual.toDual_lt_toDual.mp hij
    simp [lowerPart, not_le_of_gt h]
  rw [Matrix.det_of_isLowerTriangular _ hT, isUnit_iff_ne_zero, Finset.prod_ne_zero_iff]
  intro i _
  simpa [lowerPart] using hd i
```

## Hermiticity gives an exact energy balance

Hermiticity, \(A_{ij}=\overline{A_{ji}}\), says that the coupling from \(j\) to \(i\) is the conjugate of the coupling from \(i\) to \(j\). It holds for a Hamiltonian with a real energy shift, and it excludes gain, loss and a complex energy argument.

By hand, it is first used to add \(L\) to its adjoint. Below the diagonal, \((L+L^\dagger)_{ij}=A_{ij}\). Above it, the sum is \(\overline{A_{ji}}=A_{ij}\). On the diagonal it is \(A_{ii}+\overline{A_{ii}}=2A_{ii}\). With \(D\) the diagonal part of \(A\), therefore,

\[
L+L^\dagger=A+D.
\]

Now take any \(x\) and set \(y=L^{-1}Ax\), so that \(Ly=Ax\) and \(Mx=x-y\). Hermiticity gives \(x^\dagger Ay=\overline{y^\dagger Ax}\), hence

\[
E(Mx)=E(x)-2\operatorname{Re}\,y^\dagger Ax+E(y).
\]

The middle term follows from the splitting:

\[
2\operatorname{Re}\,y^\dagger Ax
=2\operatorname{Re}\,y^\dagger Ly
=y^\dagger(L+L^\dagger)y
=E(y)+\sum_i A_{ii}|y_i|^2.
\]

Substitution cancels \(E(y)\) and leaves

\[
E(Mx)=E(x)-\sum_i A_{ii}|y_i|^2 .
\]

The derivation assumes a Hermitian matrix with nonvanishing diagonal, but not a positive one. If some \(A_{ii}\) is negative and \(y_i\ne0\), the corresponding term raises the energy.

Three lemmas follow these steps. The first, `star_form`, is the rule \(\overline{y^\dagger Bx}=x^\dagger B^\dagger y\) for any matrix \(B\), obtained by exchanging two finite sums.

```lean
/-- Complex conjugation of a matrix element exchanges the two vectors and takes the adjoint. -/
theorem star_form (B : Matrix (Fin n) (Fin n) ℂ) (x y : Fin n → ℂ) :
    star (star y ⬝ᵥ B *ᵥ x) = star x ⬝ᵥ Bᴴ *ᵥ y := by
  simp only [dotProduct, Matrix.mulVec, Finset.mul_sum, star_sum, star_mul', Pi.star_apply,
    star_star, Matrix.conjTranspose_apply]
  rw [Finset.sum_comm]
  refine Finset.sum_congr rfl fun i _ => Finset.sum_congr rfl fun j _ => ?_
  ring
```

The second, `lowerPart_add_adjoint`, is the splitting \(L+L^\dagger=A+D\). Its proof distinguishes the same three cases, \(i<j\), \(i=j\) and \(i>j\).

```lean
/-- For Hermitian `A`, the lower part plus its adjoint is `A` plus the diagonal of `A`. -/
theorem lowerPart_add_adjoint {A : Matrix (Fin n) (Fin n) ℂ} (hA : A.IsHermitian) :
    lowerPart A + (lowerPart A)ᴴ = A + Matrix.diagonal fun i => A i i := by
  ext i j
  have hij := hA.apply i j
  simp only [lowerPart, Matrix.add_apply, Matrix.conjTranspose_apply, Matrix.diagonal_apply,
    Matrix.of_apply]
  rcases lt_trichotomy i j with h | rfl | h
  · simp only [not_le_of_gt h, h.le, h.ne, if_true, if_false, hij, zero_add, add_zero]
  · simp only [le_refl, if_true, hij]
  · simp only [not_le_of_gt h, h.le, h.ne', if_true, if_false, star_zero, add_zero]
```

The third, `energy_errorMap`, is the energy balance; `Complex.normSq` denotes \(|\cdot|^2\). In its proof, `h` is \(Ly=Ax\), `h1` is the Hermitian exchange of \(x\) and \(y\), `h3` is the real part of the splitting evaluated in \(y\), and `h5` evaluates the diagonal term. After the energy of \(x-y\) has been expanded, `linarith` combines these relations.

```lean
/-- Energy balance for Hermitian `A` with no zero on the diagonal: the energy of `(1 - L⁻¹ A) x` is
that of `x` minus `∑ A_ii |y_i|²`, where `y = L⁻¹ A x`. -/
theorem energy_errorMap {A : Matrix (Fin n) (Fin n) ℂ} (hA : A.IsHermitian)
    (hd : ∀ i, A i i ≠ 0) (x : Fin n → ℂ) :
    energy A (errorMap A *ᵥ x) = energy A x -
      ∑ i, (A i i).re * Complex.normSq ((((lowerPart A)⁻¹ * A) *ᵥ x) i) := by
  have hM : errorMap A *ᵥ x = x - ((lowerPart A)⁻¹ * A) *ᵥ x := by
    rw [errorMap, Matrix.sub_mulVec, Matrix.one_mulVec]
  have h : lowerPart A *ᵥ (((lowerPart A)⁻¹ * A) *ᵥ x) = A *ᵥ x := by
    rw [Matrix.mulVec_mulVec, ← mul_assoc,
      Matrix.mul_nonsing_inv _ (isUnit_det_lowerPart hd), one_mul]
  rw [hM]
  generalize ((lowerPart A)⁻¹ * A) *ᵥ x = y at h ⊢
  have h1 : star x ⬝ᵥ A *ᵥ y = star (star y ⬝ᵥ A *ᵥ x) := by rw [star_form, hA.eq]
  -- the splitting L + L† = A + D, evaluated in the vector y
  have h3 := congrArg (fun B => (star y ⬝ᵥ B *ᵥ y).re) (lowerPart_add_adjoint hA)
  simp only [Matrix.add_mulVec, dotProduct_add, ← star_form, h, Complex.add_re,
    Complex.star_def, Complex.conj_re] at h3
  have h5 : (star y ⬝ᵥ (Matrix.diagonal fun i => A i i) *ᵥ y).re =
      ∑ i, (A i i).re * Complex.normSq (y i) := by
    simp only [dotProduct, Matrix.mulVec_diagonal, Complex.re_sum]
    refine Finset.sum_congr rfl fun i _ => ?_
    simp [Complex.mul_re, Complex.mul_im, Complex.normSq_apply]
    ring
  simp only [energy, star_sub, Matrix.mulVec_sub, sub_dotProduct, dotProduct_sub, h1,
    Complex.sub_re, Complex.star_def, Complex.conj_re]
  linarith
```

Without Hermiticity the series can diverge even when \(\operatorname{Re}\,x^\dagger Ax\) is positive for every nonzero \(x\). Consider

\[
A=\begin{pmatrix}1&a\\b&1\end{pmatrix},\qquad
M=\begin{pmatrix}0&-a\\0&ab\end{pmatrix}.
\]

For \(a=2\), \(b=-2\), the real part of \(x^\dagger Ax\) is \(|x|^2\), yet \(M\) has the eigenvalue \(-4\) and its powers grow.

## Positivity turns the balance into convergence

Positive definiteness means that every nonzero displacement costs energy, as in a harmonic system at a stable minimum without zero modes. A finite Hermitian Hamiltonian \(H\) gives another case: \(A=H-\varepsilon\) is positive definite when the real energy \(\varepsilon\) lies below the lowest eigenvalue. For such a finite, non-interacting model, the theorem gives a convergent expansion of the Green's matrix \((\varepsilon-H)^{-1}=-A^{-1}\). It does not cover energies inside the spectrum or energies with an imaginary part.

The derivation uses positivity three times: for the sign of the diagonal, for a lower bound on the energy, and for the invertibility of \(A\). Start from any \(x\) and put

\[
x_k=M^kx,\qquad y_k=L^{-1}Ax_k,\qquad E_k=E(x_k).
\]

The positive diagonal makes every term of the energy loss nonnegative:

\[
E_k-E_{k+1}=\sum_i A_{ii}|(y_k)_i|^2\ge 0.
\]

Positivity of the full quadratic form gives \(E_k\ge0\). A decreasing real sequence that is bounded below converges, so \(E_k-E_{k+1}\to0\). Each component obeys

\[
|(y_k)_i|^2\le\frac{E_k-E_{k+1}}{A_{ii}},
\]

and hence \(y_k\to0\). A positive definite matrix is invertible, so \(x_k\) can be recovered from \(y_k\):

\[
x_k=A^{-1}Ly_k\longrightarrow0.
\]

Choosing \(x=e_j\) shows that column \(j\) of \(M^k\) tends to zero. This holds for every \(j\), so \(M^k\to0\). The argument needs no estimate of the eigenvalues of \(M\).

The theorem `tendsto_errorMap_pow` has the same structure. At the start, `hne` and `hd` record the nonzero and positive diagonal, and `hnn` the nonnegative energy. Then `hstep` applies the energy balance to \(M^kx\), `hanti` says that the energies decrease, and `hdiff` says that the loss per step tends to zero. The bound `hle` compares one component with the whole loss; `squeeze_zero` and a square root turn it into `hy`, the statement \(y_k\to0\). The identity `hone` is \(A^{-1}L\,L^{-1}A=1\), and continuity of multiplication by \(A^{-1}L\) gives the limit for \(x_k\). The last lines insert the basis vectors `Pi.single j 1`.

```lean
/-- For positive definite `A`, the powers of `1 - L⁻¹ A` tend to zero. -/
theorem tendsto_errorMap_pow {A : Matrix (Fin n) (Fin n) ℂ} (hA : A.PosDef) :
    Tendsto (fun k : ℕ => errorMap A ^ k) atTop (𝓝 0) := by
  have hne : ∀ i, A i i ≠ 0 := fun _ => hA.diag_pos.ne'
  have hd : ∀ i, 0 < (A i i).re := fun _ => (Complex.lt_def.mp hA.diag_pos).1
  have hnn : ∀ x, 0 ≤ energy A x := fun x => by
    by_cases hx : x = 0
    · simp [energy, hx]
    · exact (Complex.lt_def.mp (hA.dotProduct_mulVec_pos hx)).1.le
  have hv : ∀ x, Tendsto (fun k : ℕ => (errorMap A ^ k) *ᵥ x) atTop (𝓝 0) := fun x => by
    let y : ℕ → Fin n → ℂ := fun k => ((lowerPart A)⁻¹ * A) *ᵥ ((errorMap A ^ k) *ᵥ x)
    let E : ℕ → ℝ := fun k => energy A ((errorMap A ^ k) *ᵥ x)
    have hstep : ∀ k, E (k + 1) = E k - ∑ i, (A i i).re * Complex.normSq (y k i) := fun k => by
      have h := energy_errorMap hA.isHermitian hne ((errorMap A ^ k) *ᵥ x)
      rw [Matrix.mulVec_mulVec x (errorMap A) (errorMap A ^ k), ← pow_succ'] at h
      exact h
    have hterm : ∀ k i, 0 ≤ (A i i).re * Complex.normSq (y k i) :=
      fun k i => mul_nonneg (hd i).le (Complex.normSq_nonneg _)
    have hanti : Antitone E := antitone_nat_of_succ_le fun k => by
      rw [hstep]
      exact sub_le_self _ (Finset.sum_nonneg fun i _ => hterm k i)
    have hl := tendsto_atTop_ciInf hanti ⟨0, by rintro _ ⟨k, rfl⟩; exact hnn _⟩
    -- the energy lost per step tends to zero, and with it every component of y
    have hdiff : Tendsto (fun k => E k - E (k + 1)) atTop (𝓝 0) := by
      have h := hl.sub (hl.comp (tendsto_add_atTop_nat 1))
      rw [sub_self] at h
      exact h
    have hy : Tendsto y atTop (𝓝 0) := by
      refine tendsto_pi_nhds.mpr fun i => ?_
      have hq := hdiff.div_const (A i i).re
      rw [zero_div] at hq
      have hle : ∀ k, Complex.normSq (y k i) ≤ (E k - E (k + 1)) / (A i i).re := fun k => by
        rw [le_div_iff₀ (hd i), mul_comm, hstep, sub_sub_cancel]
        exact Finset.single_le_sum (f := fun j => (A j j).re * Complex.normSq (y k j))
          (fun j _ => hterm k j) (Finset.mem_univ i)
      have hsq := (squeeze_zero (fun k => Complex.normSq_nonneg (y k i)) hle hq).sqrt
      rw [Real.sqrt_zero] at hsq
      refine tendsto_zero_iff_norm_tendsto_zero.mpr (hsq.congr fun k => ?_)
      rw [← Complex.sq_norm, Real.sqrt_sq (norm_nonneg _)]
    -- the vector is recovered from y by A⁻¹ L
    have hc : Continuous fun v : Fin n → ℂ => (A⁻¹ * lowerPart A) *ᵥ v :=
      continuous_const.matrix_mulVec continuous_id
    have hone : A⁻¹ * lowerPart A * ((lowerPart A)⁻¹ * A) = 1 := by
      rw [mul_assoc, ← mul_assoc (lowerPart A),
        Matrix.mul_nonsing_inv _ (isUnit_det_lowerPart hne), one_mul,
        Matrix.nonsing_inv_mul _ hA.det_pos.ne'.isUnit]
    have hfin := (hc.tendsto 0).comp hy
    simp only [Function.comp_def, Matrix.mulVec_zero] at hfin
    refine hfin.congr fun k => ?_
    simp only [y]
    rw [Matrix.mulVec_mulVec, hone, Matrix.one_mulVec]
  refine tendsto_pi_nhds.mpr fun i => tendsto_pi_nhds.mpr fun j => ?_
  have hcol := tendsto_pi_nhds.mp (hv (Pi.single j 1)) i
  simpa using hcol
```

Without positivity, a Hermitian matrix with positive diagonal can fail. In the \(2\times2\) example above, take \(b=\overline a\). The nonzero column of \(M\) then carries the eigenvalue \(|a|^2\), while \(A\) has eigenvalues \(1\pm|a|\). At \(a=2\) the matrix \(A\) is indefinite, and \(M\) has the eigenvalue \(4\).

There is no further condition on the size of the off-diagonal couplings. Positivity does bound them, since it implies \(|A_{ij}|^2<A_{ii}A_{jj}\) for \(i\ne j\), but it does not require diagonal dominance. The \(3\times3\) matrix with diagonal entries \(1\) and all other entries \(0.9\) has eigenvalues \(2.8\), \(0.1\) and \(0.1\), so the theorem applies, although the off-diagonal entries of each row add up to \(1.8\). Expanding the inverse about the diagonal alone fails here, because \(1-A\) has the eigenvalue \(-1.8\).

## Vanishing powers sum the series to the inverse

The remaining step is the finite geometric sum. Multiplying out and cancelling neighbouring terms gives

\[
\left(\sum_{k=0}^{N-1}M^k\right)(1-M)=1-M^N .
\]

Since \(1-M=L^{-1}A\), multiplication by \(A^{-1}\) from the right yields

\[
\sum_{k=0}^{N-1}M^kL^{-1}=(1-M^N)A^{-1}.
\]

The right-hand side tends to \(A^{-1}\) because \(M^N\to0\). The formula also shows that the error after \(N\) terms is exactly \(M^NA^{-1}\). For \(n=1\), \(L=A\) and \(M=0\), so the first term is already the inverse.

In `neumann_series`, `IsUnit (lowerPart A)` states that \(L\) is invertible. The `Tendsto` statement says that the partial sums over `Finset.range N`, that is \(k=0,\dots,N-1\), converge to \(A^{-1}\) entry by entry. The proof runs the calculation backwards: `hlim` is the limit of \((1-M^N)A^{-1}\), and the final rewriting identifies this expression with the partial sum through `geom_sum_mul_neg`.

The matrix is finite, and the theorem gives no rate of convergence. A small lowest eigenvalue of \(A\) is allowed, and the number of terms needed for a given accuracy is left open. Rounding errors are absent as well, since the arithmetic is exact.

```lean
/-- For positive definite `A` with lower triangular part `L`, the matrix `L` is invertible and
the Neumann series `∑ (1 - L⁻¹ A)^k L⁻¹` converges to `A⁻¹`. -/
theorem neumann_series {A : Matrix (Fin n) (Fin n) ℂ} (hA : A.PosDef) :
    IsUnit (lowerPart A) ∧
      Tendsto (fun N : ℕ => ∑ k ∈ Finset.range N, errorMap A ^ k * (lowerPart A)⁻¹)
        atTop (𝓝 A⁻¹) := by
  refine ⟨(Matrix.isUnit_iff_isUnit_det _).mpr
    (isUnit_det_lowerPart fun _ => hA.diag_pos.ne'), ?_⟩
  have hlim := ((tendsto_const_nhds (x := (1 : Matrix (Fin n) (Fin n) ℂ))).sub
    (tendsto_errorMap_pow hA)).mul_const A⁻¹
  rw [sub_zero, one_mul] at hlim
  refine hlim.congr fun N => ?_
  -- the finite geometric sum
  have h1 : 1 - errorMap A = (lowerPart A)⁻¹ * A := by rw [errorMap, sub_sub_cancel]
  rw [← geom_sum_mul_neg, h1, ← Finset.sum_mul, mul_assoc, mul_assoc,
    Matrix.mul_nonsing_inv _ hA.det_pos.ne'.isUnit, mul_one]

end

end GaussSeidelNeumann
```

```lean
#print axioms GaussSeidelNeumann.neumann_series
```

```
'GaussSeidelNeumann.neumann_series' depends on axioms: [propext, Classical.choice, Quot.sound]
```
